# Taussky's theorem: a strongly connected, diagonally dominant matrix with a strictly dominant row is invertible

## A spring network held at one site

Take finitely many masses that move along a line and are joined by springs. Let $u_i$ be the displacement of mass $i$, $w_{ij}\ge 0$ the stiffness of the spring between masses $i$ and $j$, and $p_i\ge 0$ the stiffness of a spring that ties mass $i$ to a fixed wall. Under external forces $f_i$, static equilibrium reads $Lu=f$, with

$$
L_{ii}=\sum_{k\ne i}w_{ik}+p_i,\qquad L_{ij}=-w_{ij}\quad(i\ne j).
$$

If no mass is tied to the wall, a uniform translation stretches no spring, and $L$ is singular. Suppose now that a single mass is tied and the springs connect the whole network. Does every set of forces then have exactly one equilibrium?

Comparing diagonal and off-diagonal elements row by row does not settle this. In every row without a wall spring, the diagonal element exactly equals the sum of the moduli of the others, whereas the usual dominance criterion asks for a strict inequality in every row. The missing information is the connectivity.

## Dominance, hops and invertibility

For a complex square matrix $H$, the Gershgorin radius of row $i$ is

$$
R_i=\sum_{j\ne i}|H_{ij}|.
$$

There is a hop from $i$ to $j$ if $i\ne j$ and $H_{ij}\ne0$. The matrix is strongly connected if a chain of hops leads from every site to every other. Taussky's theorem states that if $H$ is strongly connected, $|H_{ii}|\ge R_i$ for all $i$, and $|H_{ii}|>R_i$ for at least one $i$, then $H$ is invertible.

In Lean, the sites form a finite type `n`, and `H : Matrix n n ℂ` need not be Hermitian. The other objects are these:

- `radius H i` is $R_i$, a sum along the row.
- `Hop H i j` is a hop from row index to column index, so direction matters when $H_{ij}$ and $H_{ji}$ do not vanish together.
- `StronglyConnected H` uses `Relation.ReflTransGen`, which allows chains of length zero. A single site is therefore strongly connected.
- `IsUnit H` says that $H$ has a two-sided inverse in the matrix ring.

The theorem `taussky` takes connectivity, dominance and one strict row as hypotheses. The more general `isUnit_of_chained` keeps the dominance of all rows, but replaces strong connectivity by the weaker condition that each site can reach some strictly dominant row.

Both are qualitative statements about finite matrices. They give no lower bound on the distance of the spectrum from zero, so an invertible $H$ may still be badly conditioned.

## The largest amplitude spreads

Suppose $Hv=0$ with $v\ne0$. Let $M=\max_j|v_j|>0$, and let $i$ be any site with $|v_i|=M$. Row $i$ of the equation gives

$$
H_{ii}v_i=-\sum_{j\ne i}H_{ij}v_j .
$$

Taking moduli, and using first the triangle inequality, then $|v_j|\le M$, then dominance, we find

$$
|H_{ii}|M\le\sum_{j\ne i}|H_{ij}||v_j|\le R_iM\le|H_{ii}|M .
$$

The two ends agree, so every inequality is an equality. Dividing by $M$ gives $|H_{ii}|=R_i$. Equality in the middle step means

$$
\sum_{j\ne i}|H_{ij}|\,(M-|v_j|)=0 .
$$

No term is negative, so each one vanishes, and $|v_j|=M$ wherever $H_{ij}\ne0$.

The argument now applies at each such $j$, and by induction every site reachable from $i$ has modulus $M$ and satisfies $|H_{kk}|=R_k$. If a strictly dominant row is reachable, this is a contradiction. There is then no nonzero null vector, and a finite square matrix without one is invertible. Strong connectivity makes every row reachable, which proves Taussky's theorem.

## Eigenvalues on the Gershgorin circles

Let $H$ be strongly connected and $Hv=zv$ with $v\ne0$. Suppose that $z$ lies in the interior of no Gershgorin disc, that is, $|H_{ii}-z|\ge R_i$ for all $i$. The matrix $H-z\mathbb 1$ has the same off-diagonal elements as $H$, hence the same hops and radii, and its diagonal elements are $H_{ii}-z$. If one of the inequalities were strict, $H-z\mathbb 1$ would be invertible, contradicting $(H-z\mathbb 1)v=0$. Hence $|H_{ii}-z|=R_i$ for every $i$, which is `eigenvalue_on_every_circle`.

For a finite tight-binding model without interactions, written in an orthonormal basis whose orbitals are all linked by chains of nonzero matrix elements, this means that an energy on the outer boundary of the union of discs can be an eigenvalue only if it lies on all the circles at once.

## When the pinned Laplacian is invertible

For the network matrix, nonnegative weights give $R_i=\sum_{j\ne i}w_{ij}$ and $|L_{ii}|=R_i+p_i$. The pinning is exactly the excess of the diagonal over the radius. If some $p_k>0$ and the positive weights connect the network, Taussky's theorem makes $L$ invertible. If all $p_i=0$, every row of $L$ sums to zero, and the constant vector is a null vector; normalised on $N$ sites, its components are $1/\sqrt N$.

This equivalence is `pinnedLaplacian_isUnit_iff`, for a nonempty network. The weights `w i j` need not be symmetric, so directed couplings are included; chains of positive weights, followed in the direction from row to column, must then lead from every site to every other. The values `w i i` do not enter the matrix. Nonnegativity rules out negative stiffness, that is, springs whose force would increase a stretch or a compression instead of opposing it; it is a hypothesis, as is the connectivity.

An isolated site shows what connectivity contributes to Taussky's theorem. The matrix

$$
\begin{pmatrix}2&0&0\\0&1&1\\0&1&1\end{pmatrix}
$$

is diagonally dominant, strictly so in its first row, but its determinant is $2(1\cdot1-1\cdot1)=0$. The normalised null vector $(0,1,-1)/\sqrt2$ lives on the coupled pair, from which no hop leads to the strict row. This matrix is not a spring network, because its off-diagonal elements are positive. With $-1$ in place of the two off-diagonal ones it describes a mass tied to the wall and, separate from it, a free pair joined by a spring; the null vector is then $(0,1,1)/\sqrt2$, a translation of the pair.

## The Lean file

```lean
import Mathlib

open Matrix

namespace TausskyTheorem

noncomputable section

/-- Site `i` is coupled to a different site `j` by a nonzero matrix element `H i j`. -/
def Hop {n : Type*} (H : Matrix n n ℂ) (i j : n) : Prop := i ≠ j ∧ H i j ≠ 0

/-- Every site can be reached from every other site by a chain of nonzero
off-diagonal matrix elements. -/
def StronglyConnected {n : Type*} (H : Matrix n n ℂ) : Prop :=
  ∀ i j, Relation.ReflTransGen (Hop H) i j

/-- If every site reaches every other along the links of a relation `r`, and each link is a hop
of `H`, then `H` is strongly connected. -/
theorem stronglyConnected_of_links {n : Type*} {H : Matrix n n ℂ} {r : n → n → Prop}
    (hc : ∀ i j, Relation.ReflTransGen r i j) (h : ∀ a b, r a b → Hop H a b) :
    StronglyConnected H := by
  intro i j
  have hij := hc i j
  induction hij with
  | refl => exact Relation.ReflTransGen.refl
  | tail _ hbc ih => exact Relation.ReflTransGen.tail ih (h _ _ hbc)

variable {n : Type*} [Fintype n] [DecidableEq n]

/-- The Gershgorin radius of row `i`: the sum of the moduli of its off-diagonal elements. -/
def radius (H : Matrix n n ℂ) (i : n) : ℝ := ∑ j ∈ Finset.univ.erase i, ‖H i j‖

/-- Let a null vector of `H` have its largest modulus, not zero, at site `i`, and let row `i` be
diagonally dominant. Then the dominance is an equality, and every site coupled to `i` by
a hop from `i` carries the same modulus. -/
theorem maximal_amplitude_spreads {H : Matrix n n ℂ} {v : n → ℂ} (hv : H *ᵥ v = 0) {i : n}
    (hmax : ∀ j, ‖v j‖ ≤ ‖v i‖) (hi : 0 < ‖v i‖) (hdom : radius H i ≤ ‖H i i‖) :
    ‖H i i‖ = radius H i ∧ ∀ j, Hop H i j → ‖v j‖ = ‖v i‖ := by
  have row : ∑ j, H i j * v j = 0 := congrFun hv i
  rw [← Finset.add_sum_erase _ _ (Finset.mem_univ i)] at row
  -- the diagonal term is balanced by the off-diagonal ones
  have h1 : ‖H i i‖ * ‖v i‖ ≤ ∑ j ∈ Finset.univ.erase i, ‖H i j‖ * ‖v j‖ := by
    rw [← norm_mul, eq_neg_of_add_eq_zero_left row, norm_neg]
    exact (norm_sum_le _ _).trans_eq (Finset.sum_congr rfl fun j _ => norm_mul _ _)
  have h2 : ∀ j ∈ Finset.univ.erase i, ‖H i j‖ * ‖v j‖ ≤ ‖H i j‖ * ‖v i‖ :=
    fun j _ => mul_le_mul_of_nonneg_left (hmax j) (norm_nonneg _)
  have h3 : ∑ j ∈ Finset.univ.erase i, ‖H i j‖ * ‖v i‖ = radius H i * ‖v i‖ := by
    rw [radius, Finset.sum_mul]
  have h4 := Finset.sum_le_sum h2
  have h5 : radius H i * ‖v i‖ ≤ ‖H i i‖ * ‖v i‖ :=
    mul_le_mul_of_nonneg_right hdom (norm_nonneg _)
  refine ⟨le_antisymm (le_of_mul_le_mul_right (by linarith) hi) hdom, fun j hj => ?_⟩
  -- all estimates are equalities, hence so is each term
  have h6 := (Finset.sum_eq_sum_iff_of_le h2).1 (le_antisymm h4 (by linarith)) j
    (Finset.mem_erase.2 ⟨hj.1.symm, Finset.mem_univ j⟩)
  exact mul_left_cancel₀ (norm_ne_zero_iff.2 hj.2) h6

/-- A diagonally dominant matrix is invertible if from every site a chain of hops leads to
a row where the dominance is strict. -/
theorem isUnit_of_chained {H : Matrix n n ℂ} (hdom : ∀ i, radius H i ≤ ‖H i i‖)
    (hreach : ∀ i, ∃ k, radius H k < ‖H k k‖ ∧ Relation.ReflTransGen (Hop H) i k) :
    IsUnit H := by
  rw [Matrix.isUnit_iff_isUnit_det, isUnit_iff_ne_zero]
  intro hdet
  obtain ⟨v, hv0, hv⟩ := Matrix.exists_mulVec_eq_zero_iff.2 hdet
  obtain ⟨a, ha⟩ := Function.ne_iff.1 hv0
  have ha' : 0 < ‖v a‖ := norm_pos_iff.2 ha
  have : Nonempty n := ⟨a⟩
  obtain ⟨m, hm⟩ := Finite.exists_max (fun i => ‖v i‖)
  have hpos : 0 < ‖v m‖ := lt_of_lt_of_le ha' (hm a)
  -- the maximal modulus is carried along every chain of hops
  have spread : ∀ k, Relation.ReflTransGen (Hop H) m k → ‖v k‖ = ‖v m‖ := by
    intro k hk
    induction hk with
    | refl => rfl
    | tail _ hbc ih =>
      exact ((maximal_amplitude_spreads hv (fun j => ih ▸ hm j) (ih ▸ hpos)
        (hdom _)).2 _ hbc).trans ih
  obtain ⟨k, hk, hmk⟩ := hreach m
  have e := spread k hmk
  have hkk := (maximal_amplitude_spreads hv (fun j => e ▸ hm j) (e ▸ hpos) (hdom k)).1
  linarith

/-- **Taussky's theorem.** A strongly connected, diagonally dominant complex matrix with strict
dominance in at least one row is invertible. -/
theorem taussky {H : Matrix n n ℂ} (hc : StronglyConnected H)
    (hdom : ∀ i, radius H i ≤ ‖H i i‖) (hstrict : ∃ i, radius H i < ‖H i i‖) : IsUnit H := by
  obtain ⟨k, hk⟩ := hstrict
  exact isUnit_of_chained hdom fun i => ⟨k, hk, hc i k⟩

/-- If an eigenvalue `z` of a strongly connected matrix is in the interior of no Gershgorin disc,
then it lies on every Gershgorin circle. -/
theorem eigenvalue_on_every_circle {H : Matrix n n ℂ} (hc : StronglyConnected H) {z : ℂ}
    {v : n → ℂ} (hv0 : v ≠ 0) (hv : H *ᵥ v = z • v)
    (hz : ∀ i, radius H i ≤ ‖H i i - z‖) (i : n) : ‖H i i - z‖ = radius H i := by
  by_contra hne
  -- the shift by z changes only the diagonal
  have hoff : ∀ a b, a ≠ b → (H - z • (1 : Matrix n n ℂ)) a b = H a b := by
    intro a b h
    simp [Matrix.one_apply_ne h]
  have hdiag : ∀ a, (H - z • (1 : Matrix n n ℂ)) a a = H a a - z := by
    intro a
    simp
  have hR : ∀ a, radius (H - z • (1 : Matrix n n ℂ)) a = radius H a := fun a =>
    Finset.sum_congr rfl fun b hb => by rw [hoff a b (Finset.ne_of_mem_erase hb).symm]
  have hunit : IsUnit (H - z • (1 : Matrix n n ℂ)) := by
    refine taussky (stronglyConnected_of_links hc
      (fun c d h => ⟨h.1, by rw [hoff c d h.1]; exact h.2⟩)) (fun a => ?_) ⟨i, ?_⟩
    · rw [hR, hdiag]
      exact hz a
    · rw [hR, hdiag]
      exact lt_of_le_of_ne (hz i) (Ne.symm hne)
  refine ((Matrix.isUnit_iff_isUnit_det _).1 hunit).ne_zero ?_
  exact Matrix.exists_mulVec_eq_zero_iff.1
    ⟨v, hv0, by simp [Matrix.sub_mulVec, Matrix.smul_mulVec, hv]⟩

/-- The Laplacian of a network with coupling weights `w i j` between different sites and an
additional on-site pinning `p i`. -/
def pinnedLaplacian (w : n → n → ℝ) (p : n → ℝ) : Matrix n n ℂ :=
  Matrix.of fun i j =>
    if i = j then ((∑ k ∈ Finset.univ.erase i, w i k + p i : ℝ) : ℂ) else -(w i j : ℂ)

/-- On a nonempty network with nonnegative weights, whose positive weights connect every site to
every other, and with nonnegative pinning, the Laplacian is invertible exactly when at least one
site is pinned. -/
theorem pinnedLaplacian_isUnit_iff [Nonempty n] {w : n → n → ℝ} {p : n → ℝ}
    (hw : ∀ i j, 0 ≤ w i j) (hp : ∀ i, 0 ≤ p i)
    (hc : ∀ i j, Relation.ReflTransGen (fun a b => a ≠ b ∧ 0 < w a b) i j) :
    IsUnit (pinnedLaplacian w p) ↔ ∃ i, 0 < p i := by
  have hoff : ∀ i j, i ≠ j → pinnedLaplacian w p i j = -(w i j : ℂ) := by
    intro i j h
    simp [pinnedLaplacian, h]
  have hd : ∀ i, pinnedLaplacian w p i i =
      ((∑ k ∈ Finset.univ.erase i, w i k + p i : ℝ) : ℂ) := by
    intro i
    simp only [pinnedLaplacian, Matrix.of_apply, if_true]
  constructor
  · intro hunit
    by_contra hno
    have hp0 : ∀ i, p i = 0 := fun i =>
      le_antisymm (not_lt.1 fun h => hno ⟨i, h⟩) (hp i)
    -- without pinning the constant vector is a null vector
    refine ((Matrix.isUnit_iff_isUnit_det _).1 hunit).ne_zero ?_
    refine Matrix.exists_mulVec_eq_zero_iff.1 ⟨fun _ => 1, fun h => ?_, ?_⟩
    · have h1 := congrFun h (Classical.arbitrary n)
      simp at h1
    · funext i
      have hs : ∑ j ∈ Finset.univ.erase i, pinnedLaplacian w p i j =
          -∑ j ∈ Finset.univ.erase i, (w i j : ℂ) := by
        rw [← Finset.sum_neg_distrib]
        exact Finset.sum_congr rfl fun j hj => hoff i j (Finset.ne_of_mem_erase hj).symm
      change ∑ j, pinnedLaplacian w p i j * 1 = 0
      simp only [mul_one]
      rw [← Finset.add_sum_erase _ _ (Finset.mem_univ i), hd, hs, hp0]
      push_cast
      ring
  · rintro ⟨k, hk⟩
    have hR : ∀ i, radius (pinnedLaplacian w p) i = ∑ j ∈ Finset.univ.erase i, w i j :=
      fun i => Finset.sum_congr rfl fun j hj => by
        rw [hoff i j (Finset.ne_of_mem_erase hj).symm, norm_neg, Complex.norm_real,
          Real.norm_of_nonneg (hw i j)]
    have hN : ∀ i, ‖pinnedLaplacian w p i i‖ = ∑ j ∈ Finset.univ.erase i, w i j + p i := by
      intro i
      rw [hd, Complex.norm_real, Real.norm_of_nonneg
        (add_nonneg (Finset.sum_nonneg fun j _ => hw i j) (hp i))]
    -- the pinning is the excess of the diagonal over the radius
    refine taussky (stronglyConnected_of_links hc (fun c d h => ⟨h.1, ?_⟩))
      (fun i => ?_) ⟨k, ?_⟩
    · rw [hoff c d h.1]
      exact neg_ne_zero.2 (Complex.ofReal_ne_zero.2 h.2.ne')
    · rw [hR, hN]
      linarith [hp i]
    · rw [hR, hN]
      linarith

/-- Three sites, of which the first is isolated and the other two are coupled. -/
def isolatedSite : Matrix (Fin 3) (Fin 3) ℂ := !![2, 0, 0; 0, 1, 1; 0, 1, 1]

/-- Connectivity cannot be dropped: the matrix with an isolated site is diagonally dominant,
strictly so in its first row, and yet it is not invertible. -/
theorem isolatedSite_singular :
    (∀ i, radius isolatedSite i ≤ ‖isolatedSite i i‖) ∧
      radius isolatedSite 0 < ‖isolatedSite 0 0‖ ∧ ¬ IsUnit isolatedSite := by
  refine ⟨fun i => ?_, ?_, ?_⟩
  · fin_cases i <;>
      simp [radius, Finset.sum_erase_eq_sub, isolatedSite, Fin.sum_univ_three]
  · simp [radius, Finset.sum_erase_eq_sub, isolatedSite, Fin.sum_univ_three]
  · rw [Matrix.isUnit_iff_isUnit_det, isUnit_iff_ne_zero, not_not]
    simp [isolatedSite, Matrix.det_fin_three]

end

end TausskyTheorem
```

```lean
#print axioms TausskyTheorem.taussky
#print axioms TausskyTheorem.eigenvalue_on_every_circle
#print axioms TausskyTheorem.pinnedLaplacian_isUnit_iff
#print axioms TausskyTheorem.isolatedSite_singular
```

```
'TausskyTheorem.taussky' depends on axioms: [propext, Classical.choice, Quot.sound]
'TausskyTheorem.eigenvalue_on_every_circle' depends on axioms: [propext, Classical.choice, Quot.sound]
'TausskyTheorem.pinnedLaplacian_isUnit_iff' depends on axioms: [propext, Classical.choice, Quot.sound]
'TausskyTheorem.isolatedSite_singular' depends on axioms: [propext, Classical.choice, Quot.sound]
```

## From one row to the whole network

The lemma `maximal_amplitude_spreads` is the argument for a single row. After the diagonal term has been split off, `h1` is the triangle inequality, `h2` replaces each $|v_j|$ by the maximum, and `h5` is dominance multiplied by that maximum. The chain of inequalities is closed by `linarith`. The passage from equal sums to equal terms is `Finset.sum_eq_sum_iff_of_le`, and cancelling the nonzero factor $|H_{ij}|$ leaves the equality of moduli.

In `isUnit_of_chained`, a vanishing determinant supplies a nonzero null vector through `Matrix.exists_mulVec_eq_zero_iff`, and `Finite.exists_max` picks a site `m` of largest modulus. The statement `spread` is the induction along a chain of hops: its hypothesis `ih` says that the current site already carries the maximum, so the one-row lemma can be applied there. A second use of the lemma, at the strictly dominant site, gives the equality that contradicts strictness. `taussky` then only has to name one strict row and take the chains to it from strong connectivity.

## Carrying connectivity to other matrices

The helper `stronglyConnected_of_links` says that if the links of some relation connect all sites, and each link is a hop of $H$, then $H$ is strongly connected. It is used twice.

In `eigenvalue_on_every_circle` the links are the hops of $H$, and the target is $H-z\mathbb 1$. The facts `hoff`, `hdiag` and `hR` record that the shift changes only the diagonal. The proof assumes that $z$ misses one circle, obtains invertibility from `taussky`, and contradicts it with the eigenvector.

In `pinnedLaplacian_isUnit_iff` the links are the positive weights. One direction feeds the constant vector into the determinant criterion; the other computes the radii in `hR` and the diagonal moduli in `hN`, whose difference is $p_i$, and calls `taussky`. For `isolatedSite_singular`, the dominance conditions are checked row by row and the determinant is evaluated directly.
